# Equal in-phase coupling puts the zero-point interaction energy of three or more oscillators below the pair sum

## Three fluctuating dipoles

Model each of three atoms by a charge on a spring, free to move along one fixed line. Even in the ground state the charges fluctuate, and coupling the fluctuations shifts the mode frequencies. The resulting change in zero-point energy is the dispersion energy of the model. For two atoms it is a pair energy. When the third atom is added, is the total the sum of the three pair energies?

The couplings are simple to add, but the frequencies are square roots of eigenvalues, so the energies need not add. With equal couplings the whole spectrum can be written down, and the comparison can be settled for any number of oscillators.

## One coupling for every pair

Take $N$ oscillators with displacements $x_i$, in units where $\hbar$, the mass and the free frequency are all 1. The potential energy is

$$V=\tfrac12\sum_i x_i^2-g\sum_{i<j}x_ix_j=\tfrac12\,x^{T}Kx,$$

where the stiffness matrix $K$ has 1 on the diagonal and $-g$ elsewhere. The number $g$ is the coupling strength relative to the spring constant. For $g>0$, displacements of equal sign lower the energy. Three equal charges on springs at the corners of an equilateral triangle, each moving along the tangent to the circumscribed circle, have such a coupling in the dipole approximation, when displacements are counted positive in the same sense around the circle.

The zero-point energy is half the sum of the mode frequencies. Subtracting the free value $N/2$ gives the interaction energy $E_N$. The claim is

$$E_N<\frac{N(N-1)}2\,E_2\qquad\text{for } N\ge 3,\quad g>0,\quad (N-1)g\le 1.$$

The last condition is mechanical stability: no squared frequency is negative. At equality the softest mode has frequency zero and there is no normalisable ground state; the formula then gives the lower edge of the energy spectrum. For the trimer the condition reads $g\le 1/2$, and at $g=0.4$ the two sides are about $-0.093$ and $-0.063$.

Under these conditions, a dispersion energy summed over isolated pairs therefore underestimates the binding in this harmonic model. The sign does not carry over to atoms that fluctuate equally in all three directions: for three identical, well-separated atoms of this kind in an equilateral triangle, the leading three-body dispersion term is positive and weakens the binding.

## The two squared frequencies

Acting on a displacement $v$, the stiffness matrix gives

$$(Kv)_i=(1+g)v_i-g\,S,\qquad S=\sum_j v_j.$$

If all $v_i$ are equal, the squared frequency is $1-(N-1)g$. If $S=0$, it is $1+g$.

There are no other values. Suppose $Kv=\mu v$ with $v\neq0$. Summing over $i$ gives $(\mu-(1+g))S=-NgS$. If $S\ne0$, then $\mu=1-(N-1)g$. If $S=0$, any component $v_i\neq 0$ gives $\mu=1+g$.

Let the value $1-(N-1)g$ occur $m$ times. The trace of $K$ is $N$, so $N=N(1+g)-mNg$, and hence $m=1$ for $N\ge1$ and $g\ne0$. The other value occurs $N-1$ times, and

$$2E_N=\sqrt{1-(N-1)g}+(N-1)\sqrt{1+g}-N.$$

In particular, the trimer has frequencies $\sqrt{1-2g},\sqrt{1+g},\sqrt{1+g}$, and the pair has $\sqrt{1-g},\sqrt{1+g}$. Write $p=2E_2=\sqrt{1-g}+\sqrt{1+g}-2$.

## The square root bends more for softer modes

For $c\ge g$ let $P=\sqrt{c+g}$ and $Q=\sqrt{c-g}$. Then

$$(2\sqrt c-P-Q)(2\sqrt c+P+Q)=4c-(P+Q)^2=2(c-PQ),$$

$$(c-PQ)(c+PQ)=c^2-(c^2-g^2)=g^2.$$

Together these give

$$2\sqrt c-P-Q=\frac{2g^2}{(c+PQ)(2\sqrt c+P+Q)}.$$

The denominator is positive and strictly increasing in $c$, so the second difference $P+Q-2\sqrt c$ is strictly increasing in $c$. At $c=1$ it equals $p$. For $g\le c<1$ it is therefore strictly less than $p$.

## Adding oscillators one at a time

Let $I_N=2E_N-2E_{N-1}$ be the shift caused by the $N$th oscillator:

$$I_N=\sqrt{1-(N-1)g}-\sqrt{1-(N-2)g}+\sqrt{1+g}-1.$$

Pairwise additivity would give $(N-1)p$, one pair energy for each oscillator already present. We show by induction on $k$ that $I_{k+3}<(k+2)p$, as long as $(k+2)g\le1$.

For $k=0$, we have $I_2=p$, and $I_3-I_2=\sqrt{1-2g}+1-2\sqrt{1-g}$ is the second difference at $c=1-g$. It is less than $p$, so $I_3<2p$.

For the step from $k$ to $k+1$,

$$I_{k+4}-I_{k+3}=\sqrt{1-(k+3)g}+\sqrt{1-(k+1)g}-2\sqrt{1-(k+2)g},$$

which is the second difference at $c=1-(k+2)g$. Stability of the $k+4$ oscillators says $(k+3)g\le1$, which is $c\ge g$. The difference is again less than $p$, so $I_{k+4}<(k+3)p$.

Adding the increments to $2E_2=p$ gives, for $N\ge3$,

$$2E_N<p\,\bigl(1+2+\dots+(N-1)\bigr)=\frac{N(N-1)}2\,p.$$

Halving both sides proves the claim.

## The energies as Lean objects

`stiffness N g` is the real matrix $K$, with oscillators labelled by `Fin N`. `zeroPointEnergy` takes the eigenvalues that Mathlib attaches to this symmetric matrix, sums their square roots and halves the result. The closed formula for the spectrum is thus a theorem and not part of the definition. The rule that each mode contributes half its frequency is built into the definition; no Schrödinger equation is solved. `interactionEnergy` subtracts `N / 2`.

The theorem `interactionEnergy_lt_pair_sum` assumes `3 ≤ N`, `0 < g` and the stability condition `hstable`. Its right-hand side is `N.choose 2`, the number of pairs, times `interactionEnergy 2 g`. Stability matters to the meaning of the energy, since Lean's real square root returns 0 for a negative argument. `trimer_nonadditive` is the case of three oscillators with `g ≤ 1 / 2`.

The model has one displacement per oscillator and one coupling for all pairs. It contains no distances, and so no power law. The formula for the spectrum also holds for negative $g$, but the inequality is proved only for $g>0$. Unequal couplings and anharmonic springs are not treated.

```lean
import Mathlib

open Matrix

namespace CoupledOscillatorNonadditivity

noncomputable section

/-- Stiffness matrix of `N` unit oscillators with potential energy
`½ ∑ xᵢ² - g ∑_{i<j} xᵢ xⱼ`: ones on the diagonal, `-g` everywhere else. -/
def stiffness (N : ℕ) (g : ℝ) : Matrix (Fin N) (Fin N) ℝ :=
  Matrix.of fun i j => if i = j then 1 else -g

/-- The stiffness matrix is real symmetric. -/
theorem stiffness_isHermitian (N : ℕ) (g : ℝ) : (stiffness N g).IsHermitian := by
  refine Matrix.IsHermitian.ext fun i j => ?_
  by_cases h : i = j
  · subst h
    simp [stiffness]
  · simp [stiffness, h, Ne.symm h]

/-- Zero-point energy (`ħ = 1`, unit masses) of the coupled oscillators: half the sum of the mode
frequencies, the square roots of the stiffness eigenvalues. Domain: no eigenvalue is negative. -/
def zeroPointEnergy (N : ℕ) (g : ℝ) : ℝ :=
  (∑ i, √((stiffness_isHermitian N g).eigenvalues i)) / 2

/-- Zero-point interaction energy: the zero-point energy of the coupled oscillators minus
that of `N` free unit oscillators. -/
def interactionEnergy (N : ℕ) (g : ℝ) : ℝ :=
  zeroPointEnergy N g - N / 2

/-- The restoring force on oscillator `i` depends only on its own displacement and on the
sum of all displacements. -/
theorem stiffness_mulVec (N : ℕ) (g : ℝ) (v : Fin N → ℝ) (i : Fin N) :
    (stiffness N g *ᵥ v) i = (1 + g) * v i - g * ∑ j, v j := by
  have h : ∀ j, (if i = j then (1 : ℝ) else -g) * v j
      = (if i = j then (1 + g) * v j else 0) - g * v j := by
    intro j
    split_ifs <;> ring
  simp only [stiffness, Matrix.mulVec, dotProduct, Matrix.of_apply, h,
    Finset.sum_sub_distrib, Finset.sum_ite_eq, Finset.mem_univ, if_true]
  rw [Finset.mul_sum]

/-- The stiffness matrix multiplies the uniform displacement by `1 - (N - 1) g`. For `N ≥ 1` this
displacement is nonzero, so it is a normal mode with that squared frequency. -/
theorem collective_mode (N : ℕ) (g : ℝ) :
    stiffness N g *ᵥ (fun _ => 1) = (1 - ((N : ℝ) - 1) * g) • (fun _ => (1 : ℝ)) := by
  ext i
  rw [stiffness_mulVec]
  simp only [Finset.sum_const, Finset.card_univ, Fintype.card_fin, nsmul_eq_mul,
    Pi.smul_apply, smul_eq_mul]
  ring

/-- Every displacement pattern with zero sum is stretched by the stiffness matrix by the
factor `1 + g`. -/
theorem relative_mode (N : ℕ) (g : ℝ) (v : Fin N → ℝ) (hv : ∑ j, v j = 0) :
    stiffness N g *ᵥ v = (1 + g) • v := by
  ext i
  rw [stiffness_mulVec, hv, Pi.smul_apply, smul_eq_mul]
  ring

/-- A normal mode has squared frequency `1 + g` or `1 - (N - 1) g`; there are no others. -/
theorem squared_frequency_cases {N : ℕ} {g μ : ℝ} {v : Fin N → ℝ} (hv : v ≠ 0)
    (h : stiffness N g *ᵥ v = μ • v) : μ = 1 + g ∨ μ = 1 - ((N : ℝ) - 1) * g := by
  have hi : ∀ i, (1 + g) * v i - g * ∑ j, v j = μ * v i := by
    intro i
    have h' := congrFun h i
    rwa [stiffness_mulVec, Pi.smul_apply, smul_eq_mul] at h'
  -- add up the equations of motion of all oscillators
  have hs : (μ - (1 + g)) * ∑ i, v i = -((N : ℝ) * (g * ∑ j, v j)) := by
    calc (μ - (1 + g)) * ∑ i, v i = ∑ i, (μ - (1 + g)) * v i := Finset.mul_sum _ _ _
      _ = ∑ _i : Fin N, -(g * ∑ j, v j) :=
          Finset.sum_congr rfl fun i _ => by linear_combination -(hi i)
      _ = -((N : ℝ) * (g * ∑ j, v j)) := by
          rw [Finset.sum_const, Finset.card_univ, Fintype.card_fin, nsmul_eq_mul]
          ring
  by_cases hS : ∑ j, v j = 0
  · left
    obtain ⟨i, hvi⟩ := Function.ne_iff.1 hv
    have hvi' : v i ≠ 0 := hvi
    have h' := hi i
    rw [hS] at h'
    exact mul_right_cancel₀ hvi' (by linarith)
  · right
    exact mul_right_cancel₀ hS (by linear_combination hs)

/-- For at least one oscillator and nonzero coupling, a sum over the spectrum counts
`1 - (N - 1) g` once and `1 + g` exactly `N - 1` times. -/
theorem spectral_sum {N : ℕ} {g : ℝ} (hN : N ≠ 0) (hg : g ≠ 0) (f : ℝ → ℝ) :
    ∑ i, f ((stiffness_isHermitian N g).eigenvalues i)
      = f (1 - ((N : ℝ) - 1) * g) + ((N : ℝ) - 1) * f (1 + g) := by
  have hA := stiffness_isHermitian N g
  have tr : ∑ i, hA.eigenvalues i = (N : ℝ) := by
    have h := hA.trace_eq_sum_eigenvalues
    have ht : (stiffness N g).trace = (N : ℝ) := by simp [Matrix.trace, stiffness]
    rw [ht] at h
    simpa using h.symm
  -- on two points every function is a linear interpolation, so the trace fixes the sum
  have key : ∀ i, f (hA.eigenvalues i) * ((N : ℝ) * g)
      = f (1 - ((N : ℝ) - 1) * g) * ((1 + g) - hA.eigenvalues i)
        + f (1 + g) * (hA.eigenvalues i - (1 - ((N : ℝ) - 1) * g)) := by
    intro i
    have hne : (hA.eigenvectorBasis i).ofLp ≠ 0 := by
      intro h
      apply hA.eigenvectorBasis.orthonormal.ne_zero i
      ext j
      exact congrFun h j
    rcases squared_frequency_cases hne (hA.mulVec_eigenvectorBasis i) with h | h <;>
      rw [h] <;> ring
  have total : (∑ i, f (hA.eigenvalues i)) * ((N : ℝ) * g)
      = f (1 - ((N : ℝ) - 1) * g) * ((N : ℝ) * (1 + g) - N)
        + f (1 + g) * ((N : ℝ) - N * (1 - ((N : ℝ) - 1) * g)) := by
    rw [Finset.sum_mul, Finset.sum_congr rfl (fun i _ => key i), Finset.sum_add_distrib,
      ← Finset.mul_sum, ← Finset.mul_sum, Finset.sum_sub_distrib, Finset.sum_sub_distrib, tr]
    simp only [Finset.sum_const, Finset.card_univ, Fintype.card_fin, nsmul_eq_mul]
  have hNg : (N : ℝ) * g ≠ 0 := mul_ne_zero (Nat.cast_ne_zero.2 hN) hg
  apply mul_right_cancel₀ hNg
  rw [total]
  ring

/-- For `0 < g ≤ c < b`, the second difference of the square root with step `g` is strictly
lower at the softer squared frequency `c` than at `b`. -/
theorem second_difference_lt {g c b : ℝ} (hg : 0 < g) (hc : g ≤ c) (hb : c < b) :
    √(c + g) + √(c - g) - 2 * √c < √(b + g) + √(b - g) - 2 * √b := by
  -- rationalised, minus the second difference is `2 g²` over an increasing factor
  have ident : ∀ a : ℝ, g ≤ a → (2 * √a - √(a + g) - √(a - g)) *
      ((a + √(a + g) * √(a - g)) * (2 * √a + √(a + g) + √(a - g))) = 2 * g ^ 2 := by
    intro a ha
    have hx := Real.sq_sqrt (show 0 ≤ a by linarith)
    have hP := Real.sq_sqrt (show 0 ≤ a + g by linarith)
    have hQ := Real.sq_sqrt (show 0 ≤ a - g by linarith)
    have h1 : (2 * √a - √(a + g) - √(a - g)) * (2 * √a + √(a + g) + √(a - g))
        = 2 * (a - √(a + g) * √(a - g)) := by
      linear_combination 4 * hx - hP - hQ
    have h2 : (a - √(a + g) * √(a - g)) * (a + √(a + g) * √(a - g)) = g ^ 2 := by
      linear_combination -(√(a - g) ^ 2) * hP - (a + g) * hQ
    linear_combination (a + √(a + g) * √(a - g)) * h1 + 2 * h2
  have ic := ident c hc
  have ib := ident b (by linarith)
  have hx : √c < √b := Real.sqrt_lt_sqrt (by linarith) hb
  have hP : √(c + g) < √(b + g) := Real.sqrt_lt_sqrt (by linarith) (by linarith)
  have hQ : √(c - g) < √(b - g) := Real.sqrt_lt_sqrt (by linarith) (by linarith)
  have hPQ : √(c + g) * √(c - g) ≤ √(b + g) * √(b - g) :=
    mul_le_mul hP.le hQ.le (Real.sqrt_nonneg _) (Real.sqrt_nonneg _)
  have c1 : 0 ≤ c + √(c + g) * √(c - g) := by
    have : 0 ≤ c := by linarith
    positivity
  have c2 : 0 ≤ 2 * √c + √(c + g) + √(c - g) := by positivity
  have hD := mul_lt_mul'' (show c + √(c + g) * √(c - g) < b + √(b + g) * √(b - g) by linarith)
    (show 2 * √c + √(c + g) + √(c - g) < 2 * √b + √(b + g) + √(b - g) by linarith) c1 c2
  have hD0 := mul_nonneg c1 c2
  have hg2 : 0 < g ^ 2 := by positivity
  have hpos : 0 < 2 * √b - √(b + g) - √(b - g) := by
    refine lt_of_not_ge fun h => ?_
    have := mul_nonneg (neg_nonneg.2 h) (hD0.trans hD.le)
    linarith
  refine lt_of_not_ge fun h => ?_
  have s1 := mul_le_mul_of_nonneg_right
    (show 2 * √c - √(c + g) - √(c - g) ≤ 2 * √b - √(b + g) - √(b - g) by linarith) hD0
  have s2 := mul_lt_mul_of_pos_left hD hpos
  linarith

/-- For `g > 0` and `(k + 2) g ≤ 1`, both the frequency shift on adding oscillator `k + 3` and
the total shift of all `k + 3` oscillators lie strictly below their pairwise values. -/
theorem frequency_shift_lt {g : ℝ} (hg : 0 < g) (k : ℕ) : ((k : ℝ) + 2) * g ≤ 1 →
    √(1 - ((k : ℝ) + 2) * g) - √(1 - ((k : ℝ) + 1) * g) + √(1 + g) - 1
      < ((k : ℝ) + 2) * (√(1 - g) + √(1 + g) - 2) ∧
    √(1 - ((k : ℝ) + 2) * g) + ((k : ℝ) + 2) * √(1 + g) - ((k : ℝ) + 3)
      < ((k : ℝ) + 3) * ((k : ℝ) + 2) / 2 * (√(1 - g) + √(1 + g) - 2) := by
  induction k with
  | zero =>
    intro hk
    simp only [Nat.cast_zero, zero_add, one_mul] at hk ⊢
    have h := second_difference_lt hg (show g ≤ 1 - g by linarith) (show 1 - g < 1 by linarith)
    rw [sub_add_cancel, Real.sqrt_one, show 1 - g - g = 1 - 2 * g by ring] at h
    constructor <;> linarith
  | succ k ih =>
    intro hk
    simp only [Nat.cast_add, Nat.cast_one] at hk ⊢
    obtain ⟨h1, h2⟩ := ih (by linarith)
    have hkg : 0 < ((k : ℝ) + 2) * g := by positivity
    have h := second_difference_lt hg (show g ≤ 1 - ((k : ℝ) + 2) * g by linarith)
      (show 1 - ((k : ℝ) + 2) * g < 1 by linarith)
    rw [Real.sqrt_one] at h
    rw [show 1 - ((k : ℝ) + 1) * g = 1 - ((k : ℝ) + 2) * g + g by ring] at h1
    rw [show 1 - ((k : ℝ) + 1 + 2) * g = 1 - ((k : ℝ) + 2) * g - g by ring,
      show 1 - ((k : ℝ) + 1 + 1) * g = 1 - ((k : ℝ) + 2) * g by ring]
    constructor <;> linarith

/-- For `N ≥ 3` oscillators with `g > 0` and `(N - 1) g ≤ 1`, the zero-point interaction energy
is strictly below the sum of the interaction energies of all isolated pairs. -/
theorem interactionEnergy_lt_pair_sum {N : ℕ} {g : ℝ} (hN : 3 ≤ N) (hg : 0 < g)
    (hstable : ((N : ℝ) - 1) * g ≤ 1) :
    interactionEnergy N g < (N.choose 2 : ℝ) * interactionEnergy 2 g := by
  obtain ⟨k, rfl⟩ : ∃ k, N = k + 3 := ⟨N - 3, by omega⟩
  have key := (frequency_shift_lt hg k (by push_cast at hstable; linarith)).2
  have e1 : 1 - (((k + 3 : ℕ) : ℝ) - 1) * g = 1 - ((k : ℝ) + 2) * g := by
    push_cast
    ring
  have e2 : 1 - (((2 : ℕ) : ℝ) - 1) * g = 1 - g := by
    push_cast
    ring
  unfold interactionEnergy zeroPointEnergy
  rw [spectral_sum (N := k + 3) (by omega) hg.ne' Real.sqrt,
    spectral_sum (N := 2) (by omega) hg.ne' Real.sqrt, Nat.cast_choose_two, e1, e2]
  push_cast
  linarith

/-- For `0 < g ≤ 1/2`, the zero-point interaction energy of the trimer is strictly below
three times that of an isolated pair. -/
theorem trimer_nonadditive {g : ℝ} (hg : 0 < g) (hg2 : g ≤ 1 / 2) :
    interactionEnergy 3 g < 3 * interactionEnergy 2 g := by
  have h := interactionEnergy_lt_pair_sum (N := 3) le_rfl hg (by push_cast; linarith)
  have c : ((Nat.choose 3 2 : ℕ) : ℝ) = 3 := by norm_num [Nat.choose]
  rwa [c] at h

end

end CoupledOscillatorNonadditivity
```

```lean
#print axioms CoupledOscillatorNonadditivity.collective_mode
#print axioms CoupledOscillatorNonadditivity.relative_mode
#print axioms CoupledOscillatorNonadditivity.interactionEnergy_lt_pair_sum
#print axioms CoupledOscillatorNonadditivity.trimer_nonadditive
```

```
'CoupledOscillatorNonadditivity.collective_mode' depends on axioms: [propext, Classical.choice, Quot.sound]
'CoupledOscillatorNonadditivity.relative_mode' depends on axioms: [propext, Classical.choice, Quot.sound]
'CoupledOscillatorNonadditivity.interactionEnergy_lt_pair_sum' depends on axioms: [propext, Classical.choice, Quot.sound]
'CoupledOscillatorNonadditivity.trimer_nonadditive' depends on axioms: [propext, Classical.choice, Quot.sound]
```

## From the matrix to its spectrum

`stiffness_isHermitian` supplies the symmetry needed to speak of real eigenvalues. `stiffness_mulVec` is the formula for $(Kv)_i$; it splits each matrix entry into a diagonal part and a uniform $-g$. The lemmas `collective_mode` and `relative_mode` read off the two kinds of mode. They display the physics, while the later proofs rely on `squared_frequency_cases`, which excludes all other values by summing the equations of motion and distinguishing $S=0$ from $S\neq0$.

`spectral_sum` handles the multiplicities without counting eigenvectors. Since only two eigenvalues are possible, any function $f$ agrees on them with a straight line:

$$Ng\,f(\lambda)=f(1-(N-1)g)\,(1+g-\lambda)+f(1+g)\,\bigl(\lambda-1+(N-1)g\bigr).$$

This is `key`. Summing it over the spectrum requires only $\sum\lambda=N$, which is the trace, and cancelling $Ng$ gives the result. The energy formula is the case where $f$ is the square root.

## From the second difference to the energy inequality

In `second_difference_lt`, the statement `ident` is the rationalised identity with the denominator multiplied out. Its two factorisations are `h1` and `h2`, checked by `linear_combination` from the squares of the roots. The inequality `hD` says that the denominator grows from `c` to `b`. The proof then assumes the opposite of the claim and multiplies the inequalities: two products that both equal $2g^2$ would have to differ.

`frequency_shift_lt` carries two inequalities through the induction on `k`: the bound on the increment $I_{k+3}$ and the bound on the total $2E_{k+3}$. Each step applies `second_difference_lt` with `b` equal to 1, rewrites the arguments of the roots so that they match, and leaves the additions to `linarith`.

Finally, `interactionEnergy_lt_pair_sum` writes $N=k+3$, replaces both eigenvalue sums by means of `spectral_sum`, and turns the binomial coefficient into $N(N-1)/2$. What remains is half of the second inequality from the induction. `trimer_nonadditive` sets $N=3$ and evaluates the number of pairs as 3.
